# A point atom's one-dimensional Fourier map, cut off sharply at order N ≥ 1, has a negative ripple at least 2/(3π) times as deep as the peak is high

## How far below zero does the map of a point atom go?

Take a one-dimensional cell of length $2\pi$, and let

$$D_N(x)=\sum_{n=-N}^{N} e^{inx}.$$

Up to a constant prefactor, this is the density map of a unit point atom at the origin when only the Fourier orders $|n|\le N$ are available. The density itself is positive. I believe that for $N\ge 1$ the map is nevertheless negative at $x=3\pi/(2N+1)$, with

$$D_N\!\left(\frac{3\pi}{2N+1}\right)\le-\frac{2(2N+1)}{3\pi},$$

so that better resolution makes this ripple deeper instead of removing it. I would like a complete proof, with the constant, that a machine has checked in Lean. Does the ripple also stay visible relative to the peak, and is the sharp cutoff to blame for it?

## The ripple stays deeper than a fixed fraction of the peak height, and a linear taper removes it

Let $\mu$ be a positive density on the line, of finite total mass, that holds the contents of one cell. Its structure factor of order $n$ is $F_n=\int e^{-iny}\,d\mu(y)$, and the map is $\sum_{|n|\le N}F_n e^{inx}$. The prefactor $1/(2\pi)$ is left out. The opposite sign convention in both exponentials gives the same map, because the range of orders is symmetric.

A unit point atom at $a$ has $F_n=e^{-ina}$. Its map is therefore $\sum_{|n|\le N}e^{in(x-a)}=D_N(x-a)$, and it is enough to study $D_N$.

### From plane waves to a ratio of sines

The orders $k+1$ and $-(k+1)$ combine to $2\cos((k+1)x)$, so $D_N(x)$ equals the real number

$$C_N(x)=1+2\sum_{k=0}^{N-1}\cos((k+1)x).$$

This series satisfies

$$\sin\tfrac{x}{2}\;C_N(x)=\sin\tfrac{(2N+1)x}{2}.$$

For $N=0$ both sides are $\sin(x/2)$. Going from $N$ to $N+1$ adds to the left side

$$2\sin\tfrac{x}{2}\cos((N+1)x)=\sin\tfrac{(2N+3)x}{2}-\sin\tfrac{(2N+1)x}{2},$$

which is exactly the change on the right side.

Now put $X=3\pi/(2N+1)$. The right side becomes $\sin(3\pi/2)=-1$. Since $N\ge1$, we have $0<X\le\pi$, hence $0<\sin(X/2)\le X/2$. Therefore

$$C_N(X)=-\frac{1}{\sin(X/2)}\le-\frac{2}{X}=-\frac{2(2N+1)}{3\pi}.$$

At the atom every cosine is one, so the peak height is $C_N(0)=2N+1$. The ripple is thus at least $2/(3\pi)\approx0.21$ times as deep as the peak is high, at every $N\ge1$. The bound on the depth grows linearly in $N$, so the value at $X$ tends to $-\infty$, while the point $X$ itself moves towards the atom.

### Adding up the resolutions gives a nonnegative map

Let $S_M(t)=\sum_{N=0}^{M-1}C_N(t)$, with $t=x-a$. Then

$$\sin^2\tfrac{t}{2}\;S_M(t)=\sin^2\tfrac{Mt}{2}.$$

Both sides vanish for $M=0$. For the step from $M$ to $M+1$, the left side gains $\sin^2(t/2)\,C_M(t)=\sin(t/2)\sin((2M+1)t/2)$. The right side gains the same amount, by $\sin^2A-\sin^2B=\sin(A+B)\sin(A-B)$ with $A=(M+1)t/2$ and $B=Mt/2$.

If $\sin(t/2)\ne0$, dividing by its square gives $S_M(t)\ge0$. If $\sin(t/2)=0$, then $t$ is a multiple of $2\pi$, every cosine is one, and each term is $C_N(t)=2N+1>0$.

In $S_M$ the order $n$ occurs $M-|n|$ times for $|n|<M$. The same structure factors, weighted with a linear taper instead of a sharp edge, therefore give a point atom no negative ripples.

### What the Lean statements say

- `structureFactor μ n` is $F_n$. The density is a `Measure ℝ`, which makes it positive by type, and `Measure.dirac a` is the unit point atom at $a$.
- `densityMap μ N x` is the synthesised map. The cutoff `N` is a natural number, and the orders run over the integer interval `Icc (-(N : ℤ)) (N : ℤ)`.
- `D N x` is $D_N(x)$, with complex values, and `cosineMap N x` is $C_N(x)$, with real values.

`negative_ripple` assumes `1 ≤ N` and has two parts: the imaginary part of `D` at $3\pi/(2N+1)$ is zero, and the real part there satisfies the bound. `ripple_relative_to_peak` compares the map of an atom at any `a` at two points, the ripple and the atom. `ripple_tendsto_atBot` is the limit $-\infty$. `fejer_nonneg` says that the sum over resolutions $0,\dots,M-1$ is real and nonnegative at every `x`, for every `M`. It concerns the sign of that sum for a point atom, and does not address whether averaged maps converge to the density.

The model is one-dimensional and has a single atom of zero width, with error-free structure factors whose phases are known. An atom with a finite width or thermal motion has structure factors that fall off with order, and the growth of the ripple does not carry over to it in general. For a Gaussian atom of fixed width, the maps converge uniformly to a strictly positive periodic density, so the negative ripples disappear once $N$ is large enough. The point $3\pi/(2N+1)$ is also not claimed to be the bottom of the ripple.

Within this idealised model, the result bears on reading charge-density maps from diffraction: a negative region beside a sharp atom can come from the cutoff alone, with no error in the data.

```lean
import Mathlib

open Finset MeasureTheory

noncomputable section

namespace TruncatedFourierMap

/-- The integral of `exp(-iny)` over the measure `μ` on the line. For a finite `μ` that holds the
contents of one cell, this is the structure factor of order `n`. -/
def structureFactor (μ : Measure ℝ) (n : ℤ) : ℂ :=
  ∫ y : ℝ, Complex.exp (-(Complex.I * n * y)) ∂μ

/-- The density map synthesised from the structure factors of orders `-N` to `N`, without the
constant cell-volume prefactor. -/
def densityMap (μ : Measure ℝ) (N : ℕ) (x : ℝ) : ℂ :=
  ∑ n ∈ Icc (-(N : ℤ)) (N : ℤ), structureFactor μ n * Complex.exp (Complex.I * n * x)

/-- The sum `D(x)` of the plane waves `exp(inx)` of orders `-N` to `N`. -/
def D (N : ℕ) (x : ℝ) : ℂ :=
  ∑ n ∈ Icc (-(N : ℤ)) (N : ℤ), Complex.exp (Complex.I * n * x)

/-- The real cosine series `1 + 2 cos x + ... + 2 cos Nx`. -/
def cosineMap (N : ℕ) (x : ℝ) : ℝ :=
  1 + 2 * ∑ k ∈ range N, Real.cos (((k : ℝ) + 1) * x)

/-- The truncated map of a unit point atom at `a` is `D` centred on the atom. -/
theorem densityMap_pointAtom (a : ℝ) (N : ℕ) (x : ℝ) :
    densityMap (Measure.dirac a) N x = D N (x - a) := by
  unfold densityMap D structureFactor
  refine Finset.sum_congr rfl fun n _ => ?_
  rw [integral_dirac, ← Complex.exp_add]
  congr 1
  push_cast
  ring

/-- The plane waves of opposite order combine, so that `D` is the real cosine series. -/
theorem D_eq_cosineMap (N : ℕ) (x : ℝ) : D N x = (cosineMap N x : ℂ) := by
  induction N with
  | zero => simp [D, cosineMap]
  | succ N ih =>
    -- the new orders are N + 1 and -(N + 1)
    have hI : Icc (-((N + 1 : ℕ) : ℤ)) ((N + 1 : ℕ) : ℤ) =
        insert (-((N : ℤ) + 1)) (insert ((N : ℤ) + 1) (Icc (-(N : ℤ)) (N : ℤ))) := by
      ext k
      simp only [Finset.mem_insert, Finset.mem_Icc]
      omega
    have h1 : -((N : ℤ) + 1) ∉ insert ((N : ℤ) + 1) (Icc (-(N : ℤ)) (N : ℤ)) := by
      simp only [Finset.mem_insert, Finset.mem_Icc]
      omega
    have h2 : (N : ℤ) + 1 ∉ Icc (-(N : ℤ)) (N : ℤ) := by
      simp only [Finset.mem_Icc]
      omega
    have hc : Complex.exp (Complex.I * ((-((N : ℤ) + 1) : ℤ) : ℂ) * x)
        + Complex.exp (Complex.I * (((N : ℤ) + 1 : ℤ) : ℂ) * x)
        = ((2 * Real.cos (((N : ℝ) + 1) * x) : ℝ) : ℂ) := by
      push_cast
      simp only [Complex.cos]
      ring_nf
    unfold D at ih ⊢
    rw [hI, Finset.sum_insert h1, Finset.sum_insert h2, ih, ← add_assoc, hc]
    unfold cosineMap
    rw [Finset.sum_range_succ]
    push_cast
    ring

/-- The closed form of the cosine series, written without division:
`sin(x/2)` times the series is `sin((2N+1)x/2)`. -/
theorem sin_half_mul_cosineMap (N : ℕ) (x : ℝ) :
    Real.sin (x / 2) * cosineMap N x = Real.sin ((2 * (N : ℝ) + 1) * x / 2) := by
  induction N with
  | zero => simp [cosineMap]
  | succ N ih =>
    have hp : (2 * ((N + 1 : ℕ) : ℝ) + 1) * x / 2 = ((N : ℝ) + 1) * x + x / 2 := by
      push_cast
      ring
    have hm : (2 * (N : ℝ) + 1) * x / 2 = ((N : ℝ) + 1) * x - x / 2 := by ring
    have hs : cosineMap (N + 1) x = cosineMap N x + 2 * Real.cos (((N : ℝ) + 1) * x) := by
      simp only [cosineMap, Finset.sum_range_succ]
      ring
    rw [hm, Real.sin_sub] at ih
    rw [hp, Real.sin_add, hs]
    linear_combination ih

/-- For `N ≥ 1` the sum `D` is real at `x = 3π/(2N+1)` and at most `-2(2N+1)/(3π)` there. -/
theorem negative_ripple (N : ℕ) (hN : 1 ≤ N) :
    (D N (3 * Real.pi / (2 * N + 1))).im = 0 ∧
    (D N (3 * Real.pi / (2 * N + 1))).re ≤ -(2 * (2 * N + 1) / (3 * Real.pi)) := by
  have hpi := Real.pi_pos
  have hN' : (1 : ℝ) ≤ N := by exact_mod_cast hN
  have key : ∀ X : ℝ, (2 * (N : ℝ) + 1) * X = 3 * Real.pi →
      cosineMap N X ≤ -(2 * (2 * N + 1) / (3 * Real.pi)) := by
    intro X hX
    have hX0 : 0 < X := by
      by_contra h
      have h' : X ≤ 0 := le_of_not_gt h
      nlinarith
    have hX1 : X ≤ Real.pi := by nlinarith
    have hs : 0 < Real.sin (X / 2) := Real.sin_pos_of_pos_of_lt_pi (by linarith) (by linarith)
    have hle : Real.sin (X / 2) ≤ X / 2 := Real.sin_le (by linarith)
    -- the numerator of the closed form is sin(3π/2) = -1
    have hc := sin_half_mul_cosineMap N X
    rw [hX, show 3 * Real.pi / 2 = Real.pi / 2 + Real.pi by ring, Real.sin_add_pi,
      Real.sin_pi_div_two] at hc
    have hneg : cosineMap N X < 0 := by
      by_contra h
      have h' := mul_nonneg hs.le (le_of_not_gt h)
      linarith
    have hy : X / 2 * cosineMap N X ≤ -1 := by
      have h' := mul_nonneg (sub_nonneg.2 hle) (neg_nonneg.2 hneg.le)
      linarith
    rw [← neg_div, le_div_iff₀ (by positivity)]
    calc cosineMap N X * (3 * Real.pi)
        = (X / 2 * cosineMap N X) * (2 * (2 * N + 1)) := by rw [← hX]; ring
      _ ≤ (-1) * (2 * (2 * N + 1)) := mul_le_mul_of_nonneg_right hy (by positivity)
      _ = -(2 * (2 * N + 1)) := by ring
  rw [D_eq_cosineMap]
  exact ⟨Complex.ofReal_im _, key _ (by field_simp)⟩

/-- For `N ≥ 1` the real part of the map of a point atom at `a`, taken at `a + 3π/(2N+1)`, is at
most `-2/(3π)` times the real part of the map at the atom. -/
theorem ripple_relative_to_peak (a : ℝ) (N : ℕ) (hN : 1 ≤ N) :
    (densityMap (Measure.dirac a) N (a + 3 * Real.pi / (2 * N + 1))).re ≤
      -(2 / (3 * Real.pi)) * (densityMap (Measure.dirac a) N a).re := by
  have h0 : cosineMap N 0 = 2 * N + 1 := by
    simp [cosineMap]
    ring
  rw [densityMap_pointAtom, densityMap_pointAtom, add_sub_cancel_left, sub_self,
    D_eq_cosineMap N 0, Complex.ofReal_re, h0]
  refine (negative_ripple N hN).2.trans (le_of_eq ?_)
  ring

/-- The real part of the map of a point atom at `a`, taken at `a + 3π/(2N+1)`, tends to minus
infinity as the resolution `N` grows. -/
theorem ripple_tendsto_atBot (a : ℝ) :
    Filter.Tendsto
      (fun N : ℕ => (densityMap (Measure.dirac a) N (a + 3 * Real.pi / (2 * N + 1))).re)
      Filter.atTop Filter.atBot := by
  rw [Filter.tendsto_atBot]
  intro b
  obtain ⟨n, hn⟩ := exists_nat_ge (-b * (3 * Real.pi))
  filter_upwards [Filter.eventually_ge_atTop (n + 1)] with N hN
  have hN' : (n : ℝ) + 1 ≤ N := by exact_mod_cast hN
  have hn0 : (0 : ℝ) ≤ n := Nat.cast_nonneg n
  rw [densityMap_pointAtom, add_sub_cancel_left]
  refine (negative_ripple N (by omega)).2.trans ?_
  rw [neg_le, le_div_iff₀ (by have := Real.pi_pos; positivity)]
  linarith

/-- Fejér positivity: the sum of the point-atom maps over the resolutions `0, ..., M-1` is real
and nowhere negative. -/
theorem fejer_nonneg (a : ℝ) (M : ℕ) (x : ℝ) :
    (∑ N ∈ range M, densityMap (Measure.dirac a) N x).im = 0 ∧
    0 ≤ (∑ N ∈ range M, densityMap (Measure.dirac a) N x).re := by
  simp only [densityMap_pointAtom, D_eq_cosineMap, ← Complex.ofReal_sum, Complex.ofReal_im,
    Complex.ofReal_re, true_and]
  generalize x - a = t
  -- sin²(t/2) times the sum is a square
  have hsq : Real.sin (t / 2) ^ 2 * ∑ N ∈ range M, cosineMap N t
      = Real.sin ((M : ℝ) * t / 2) ^ 2 := by
    induction M with
    | zero => simp
    | succ M ih =>
      have hc := sin_half_mul_cosineMap M t
      rw [show (2 * (M : ℝ) + 1) * t / 2 = (M : ℝ) * t / 2 + ((M : ℝ) * t / 2 + t / 2) by ring,
        Real.sin_add, Real.sin_add, Real.cos_add] at hc
      rw [Finset.sum_range_succ,
        show ((M + 1 : ℕ) : ℝ) * t / 2 = (M : ℝ) * t / 2 + t / 2 by push_cast; ring,
        Real.sin_add]
      linear_combination ih + Real.sin (t / 2) * hc
        - Real.sin ((M : ℝ) * t / 2) ^ 2 * Real.sin_sq_add_cos_sq (t / 2)
  by_cases hs : Real.sin (t / 2) = 0
  · -- at the atom and its periodic images every cosine equals one
    obtain ⟨m, hm⟩ := Real.sin_eq_zero_iff.1 hs
    refine Finset.sum_nonneg fun N _ => ?_
    have hcos : ∀ k : ℕ, Real.cos (((k : ℝ) + 1) * t) = 1 := by
      intro k
      have harg : ((k : ℝ) + 1) * t = ((((k : ℤ) + 1) * m : ℤ) : ℝ) * (2 * Real.pi) := by
        push_cast
        linear_combination (-2 * ((k : ℝ) + 1)) * hm
      rw [harg, Real.cos_int_mul_two_pi]
    simp only [cosineMap, hcos]
    positivity
  · have hpos : 0 < Real.sin (t / 2) ^ 2 := by positivity
    by_contra h
    have h' := mul_neg_of_pos_of_neg hpos (lt_of_not_ge h)
    rw [hsq] at h'
    exact absurd h' (not_lt_of_ge (sq_nonneg _))

end TruncatedFourierMap
```

```lean
#print axioms TruncatedFourierMap.densityMap_pointAtom
#print axioms TruncatedFourierMap.ripple_relative_to_peak
#print axioms TruncatedFourierMap.ripple_tendsto_atBot
#print axioms TruncatedFourierMap.fejer_nonneg
```

```
'TruncatedFourierMap.densityMap_pointAtom' depends on axioms: [propext, Classical.choice, Quot.sound]
'TruncatedFourierMap.ripple_relative_to_peak' depends on axioms: [propext, Classical.choice, Quot.sound]
'TruncatedFourierMap.ripple_tendsto_atBot' depends on axioms: [propext, Classical.choice, Quot.sound]
'TruncatedFourierMap.fejer_nonneg' depends on axioms: [propext, Classical.choice, Quot.sound]
```

### How the Lean proof runs

`densityMap_pointAtom` evaluates the structure factor with `integral_dirac` and merges the two exponentials into one centred on the atom.

`D_eq_cosineMap` does the pairing by induction on `N`. The interval of orders for `N + 1` is the old one with $N+1$ and $-(N+1)$ inserted (`hI`), and `hc` turns the two new plane waves into twice a cosine.

`sin_half_mul_cosineMap` is the closed form, kept as a product so that no division by $\sin(x/2)$ is needed. Its induction step expands $\sin((N+1)x\pm x/2)$ by the addition formulas, and `linear_combination ih` finishes the algebra.

In `negative_ripple`, the auxiliary claim `key` treats any real `X` with $(2N+1)X=3\pi$:

1. `hX0` and `hX1` give $0<X\le\pi$. The second uses $N\ge1$.
2. `hs` and `hle` give $0<\sin(X/2)\le X/2$.
3. `hc` is the closed form with right side $-1$, and `hneg` concludes that $C_N(X)<0$.
4. `hy` replaces the sine by $X/2$. The product of the nonnegative numbers $X/2-\sin(X/2)$ and $-C_N(X)$ is nonnegative, which gives $\tfrac{X}{2}C_N(X)\le-1$.
5. The `calc` block multiplies this by $2(2N+1)$ and uses $(2N+1)X=3\pi$ to reach the stated bound.

`ripple_relative_to_peak` computes the peak height $2N+1$ and inserts it into this bound. For the limit, `ripple_tendsto_atBot` takes a target `b`, chooses a natural number $n\ge-3\pi b$, and checks that every $N\ge n+1$ puts the value at or below `b`.

`fejer_nonneg` first reduces the maps to cosine series in $t=x-a$. The identity for $\sin^2(t/2)\,S_M(t)$ is `hsq`, proved by induction. The `by_cases` then separates the two situations treated above: where $\sin(t/2)=0$ all cosines are shown to be one, and elsewhere a negative sum would make a square negative.

### The case N = 0, and the ripples further out

Two additions follow from the same formulas, argued here by hand only.

The hypothesis $N\ge1$ is needed. For $N=0$ the map is the constant $D_0(x)=1$, whereas the bound would require $1\le-2/(3\pi)$ at $x=3\pi$. The argument breaks at the sign of the sine: here $X/2=3\pi/2$, so $\sin(X/2)=-1$ is no longer positive.

The argument also reaches the other negative ripples. For $N\ge1$ and $j=0,\dots,N-1$, put $X_j=(4j+3)\pi/(2N+1)$. Then $0<X_j/2<\pi$ and $\sin((2N+1)X_j/2)=-1$, so

$$D_N(X_j)\le-\frac{2(2N+1)}{(4j+3)\pi}.$$

The case $j=0$ is the ripple you asked about. The bound weakens as $j$ grows, but the exact depth $1/\sin(X_j/2)$ does not keep falling: beyond $x=\pi$ it rises again towards the periodic image of the atom at $2\pi$.
